# How gauge rotations with anti-Hermitian generators redistribute the weight of an overlap matrix

The overlap matrix is taken here as an arbitrary complex square matrix $M$, and the gauges at its two k-points are rotated independently. In a band calculation its entries would be $M_{mn}=\langle u_{m\mathbf k}|u_{n,\mathbf k+\mathbf b}\rangle$, where $u_{n\mathbf k}$ is the periodic part of a Bloch state and $\mathbf b$ joins neighbouring k-points. Nothing below uses that origin. The band labels form a finite set, called `N` in the code.

In Lean 4 with Mathlib:

```lean
import Mathlib

open Matrix

namespace OverlapGaugeFlow

noncomputable section

variable {N : Type*} [Fintype N] [DecidableEq N]
```

Mixing the bands at the two points by $e^{tW_1}$ and $e^{tW_2}$, with $t$ real and $W_1,W_2$ anti-Hermitian ($W^\dagger=-W$), turns $M$ into

$$M(t)=e^{-tW_1}\,M\,e^{tW_2}.$$

The left factor is the adjoint of $e^{tW_1}$. The definition accepts any matrices $W_1,W_2$; anti-Hermiticity enters as a hypothesis where it is needed.

```lean
/-- The matrix `exp(-t W1) M exp(t W2)`, for arbitrary square matrices `W1` and `W2`. -/
def rotated (M W1 W2 : Matrix N N ℂ) (t : ℝ) : Matrix N N ℂ :=
  NormedSpace.exp (t • (-W1)) * M * NormedSpace.exp (t • W2)
```

Three real numbers measure the size of the overlaps: the total weight $\sum_{mn}|M_{mn}|^2$, the diagonal weight $\sum_n|M_{nn}|^2$ and the off-diagonal weight $\sum_{m\ne n}|M_{mn}|^2$.

```lean
/-- The sum of the squared moduli of all overlaps. -/
def totalWeight (M : Matrix N N ℂ) : ℝ := ∑ m, ∑ n, ‖M m n‖ ^ 2

/-- The sum of the squared moduli of the diagonal overlaps. -/
def diagWeight (M : Matrix N N ℂ) : ℝ := ∑ n, ‖M n n‖ ^ 2

/-- The sum of the squared moduli of the overlaps between different bands. -/
def offDiagWeight (M : Matrix N N ℂ) : ℝ := ∑ m, ∑ n ∈ Finset.univ.erase m, ‖M m n‖ ^ 2
```

In maximal localization, off-diagonal weights summed over neighbour pairs, with suitable coefficients, form one part of the discretised Wannier spread. The results here concern a single pair, and they leave out the part of the spread that depends on the phases of $M_{nn}$.

The derivative of the diagonal weight, computed in (e), gets its own name, `rate`:

```lean
/-- The expression `2 Re ∑ conj(M_nn) (M W2 - W1 M)_nn`. -/
def rate (M W1 W2 : Matrix N N ℂ) : ℝ :=
  2 * (∑ n, star (M n n) * (M * W2 - W1 * M) n n).re
```

Let $D$ be the diagonal part of $M$. Two further matrices will act as gradients:

$$G_1=MD^\dagger-DM^\dagger,\qquad G_2=M^\dagger D-D^\dagger M.$$

```lean
/-- The diagonal part of the overlap matrix. -/
def diagPart (M : Matrix N N ℂ) : Matrix N N ℂ := Matrix.diagonal fun n => M n n

/-- The matrix `M Dᴴ - D Mᴴ`, with `D` the diagonal part of `M`. -/
def leftGradient (M : Matrix N N ℂ) : Matrix N N ℂ :=
  M * (diagPart M)ᴴ - diagPart M * Mᴴ

/-- The matrix `Mᴴ D - Dᴴ M`, with `D` the diagonal part of `M`. -/
def rightGradient (M : Matrix N N ℂ) : Matrix N N ℂ :=
  Mᴴ * diagPart M - (diagPart M)ᴴ * M
```

## (a) Unitarity of the rotations

Show that $e^{tW}$ is unitary when $W^\dagger=-W$ and $t$ is real.

Since $t$ is real, $(tW)^\dagger=-tW$. The adjoint of an exponential is the exponential of the adjoint, so $(e^{tW})^\dagger=e^{-tW}$. The exponents $-tW$ and $tW$ commute, hence $e^{-tW}e^{tW}=e^0=1$. In the code, `h` is the first step and `hc` the commutation.

```lean
/-- An anti-Hermitian generator `W` gives a unitary gauge rotation `exp(t W)` for real `t`. -/
theorem exp_mem_unitaryGroup {W : Matrix N N ℂ} (hW : Wᴴ = -W) (t : ℝ) :
    NormedSpace.exp (t • W) ∈ Matrix.unitaryGroup N ℂ := by
  have h : (t • W)ᴴ = -(t • W) := by
    rw [Matrix.conjTranspose_smul, hW]
    simp
  have hc : Commute (-(t • W)) (t • W) := (Commute.refl _).neg_left
  rw [Matrix.mem_unitaryGroup_iff', Matrix.star_eq_conjTranspose, ← Matrix.exp_conjTranspose,
    h, ← Matrix.exp_add_of_commute _ _ hc, neg_add_cancel, NormedSpace.exp_zero]
```

## (b) The total weight as a trace

Show that the total weight equals $\mathrm{tr}(M^\dagger M)$.

Writing out the product gives

$$\mathrm{tr}(M^\dagger M)=\sum_n\sum_m \overline{M_{mn}}\,M_{mn}=\sum_{mn}|M_{mn}|^2 .$$

The code exchanges the two sums and then compares them term by term. The weight is a real number, so it is first read as a complex one.

```lean
omit [DecidableEq N] in
/-- The total weight is the trace of `Mᴴ M`. -/
theorem totalWeight_eq_trace (M : Matrix N N ℂ) :
    ((totalWeight M : ℝ) : ℂ) = Matrix.trace (Mᴴ * M) := by
  rw [totalWeight, Finset.sum_comm]
  push_cast
  refine Finset.sum_congr rfl fun j _ => ?_
  rw [Matrix.diag_apply, Matrix.mul_apply]
  exact Finset.sum_congr rfl fun i _ => (Complex.conj_mul' (M i j)).symm
```

## (c) Conservation of the total weight

For anti-Hermitian $W_1,W_2$, show that $M(t)$ has the same total weight as $M$ for every real $t$.

Put $U=e^{-tW_1}$ and $V=e^{tW_2}$, both unitary by (a). Then

$$\mathrm{tr}\big((UMV)^\dagger UMV\big)=\mathrm{tr}(V^\dagger M^\dagger U^\dagger U M V)=\mathrm{tr}(V^\dagger M^\dagger M V)=\mathrm{tr}(M^\dagger M VV^\dagger)=\mathrm{tr}(M^\dagger M).$$

The auxiliary statement `key` is this chain, and (b) translates it back into weights.

```lean
/-- For anti-Hermitian `W1` and `W2`, the total weight of `rotated M W1 W2 t` equals that of `M` for
every real `t`. -/
theorem totalWeight_rotated (M : Matrix N N ℂ) {W1 W2 : Matrix N N ℂ}
    (h1 : W1ᴴ = -W1) (h2 : W2ᴴ = -W2) (t : ℝ) :
    totalWeight (rotated M W1 W2 t) = totalWeight M := by
  have hU := Matrix.mem_unitaryGroup_iff'.1
    (exp_mem_unitaryGroup (W := -W1) (by rw [Matrix.conjTranspose_neg, h1]) t)
  have hV := Matrix.mem_unitaryGroup_iff.1 (exp_mem_unitaryGroup h2 t)
  rw [Matrix.star_eq_conjTranspose] at hU hV
  -- both unitaries drop out of the trace
  have key : ∀ U V : Matrix N N ℂ, Uᴴ * U = 1 → V * Vᴴ = 1 →
      Matrix.trace ((U * M * V)ᴴ * (U * M * V)) = Matrix.trace (Mᴴ * M) := by
    intro U V hU hV
    have e : (U * M * V)ᴴ * (U * M * V) = Vᴴ * (Mᴴ * (Uᴴ * U) * M * V) := by
      simp only [Matrix.conjTranspose_mul, Matrix.mul_assoc]
    rw [e, hU, Matrix.mul_one, Matrix.trace_mul_comm, Matrix.mul_assoc, hV, Matrix.mul_one]
  apply Complex.ofReal_injective
  rw [totalWeight_eq_trace, totalWeight_eq_trace]
  exact key _ _ hU hV
```

## (d) The equation of motion of one entry

Show that $M'(t)=M(t)W_2-W_1M(t)$, entry by entry.

The exponentials satisfy $\frac{d}{dt}e^{-tW_1}=-W_1e^{-tW_1}$ and $\frac{d}{dt}e^{tW_2}=e^{tW_2}W_2$. By the product rule,

$$M'(t)=-W_1e^{-tW_1}Me^{tW_2}+e^{-tW_1}Me^{tW_2}W_2=M(t)W_2-W_1M(t).$$

Taking the entry $(i,j)$ is a linear map, so it passes through the derivative. `HasDerivAt` states that the derivative exists and has the given value. Anti-Hermiticity is not used.

```lean
open scoped Matrix.Norms.Operator in
/-- Each entry of the rotated overlap matrix obeys `M' = M W2 - W1 M`. -/
theorem hasDerivAt_entry (M W1 W2 : Matrix N N ℂ) (t : ℝ) (i j : N) :
    HasDerivAt (fun s => rotated M W1 W2 s i j)
      ((rotated M W1 W2 t * W2 - W1 * rotated M W1 W2 t) i j) t := by
  have h1 := hasDerivAt_exp_smul_const' (-W1) t
  have h2 := hasDerivAt_exp_smul_const W2 t
  have h := (h1.mul_const M).mul h2
  -- reading off one entry is a continuous linear map
  have he := (LinearMap.toContinuousLinearMap
    (Matrix.entryLinearMap ℝ ℂ i j)).hasFDerivAt.comp_hasDerivAt t h
  refine he.congr_deriv ?_
  have key : ∀ E F : Matrix N N ℂ,
      -W1 * E * M * F + E * M * (F * W2) = E * M * F * W2 - W1 * (E * M * F) := by
    intro E F
    noncomm_ring
  exact congrFun (congrFun (key _ _) i) j
```

## (e) The diagonal weight at any time

Find the derivative of the diagonal weight at arbitrary $t$.

For a differentiable complex function $z(t)$, $\frac{d}{dt}|z|^2=2\,\mathrm{Re}(\bar z z')$. Applying this to each $z=M_{nn}(t)$ and inserting (d) gives

$$\frac{d}{dt}\sum_n|M_{nn}(t)|^2=2\,\mathrm{Re}\sum_n\overline{M_{nn}(t)}\,\big(M(t)W_2-W_1M(t)\big)_{nn}.$$

This is `rate` evaluated on the current overlaps. The code differentiates the squared norms with `norm_sq` and then rewrites the real inner product on $\mathbb C$ as $\mathrm{Re}(\bar z z')$.

```lean
/-- At every `t` the diagonal weight changes at the rate evaluated on the current overlaps. -/
theorem hasDerivAt_diagWeight (M W1 W2 : Matrix N N ℂ) (t : ℝ) :
    HasDerivAt (fun s => diagWeight (rotated M W1 W2 s))
      (rate (rotated M W1 W2 t) W1 W2) t := by
  have h := HasDerivAt.fun_sum (u := Finset.univ)
    (fun n _ => (hasDerivAt_entry M W1 W2 t n n).norm_sq)
  refine h.congr_deriv ?_
  rw [rate, Complex.re_sum, Finset.mul_sum]
  refine Finset.sum_congr rfl fun n _ => ?_
  simp only [Complex.inner, Complex.star_def, mul_comm]
```

## (f) Conservation and the initial rate together

For anti-Hermitian $W_1,W_2$, show that the total weight is constant and that the diagonal weight has derivative $2\,\mathrm{Re}\sum_n\overline{M_{nn}}(MW_2-W_1M)_{nn}$ at $t=0$.

The first claim is (c). For the second, both exponentials equal 1 at $t=0$, so $M(0)=M$, and (e) gives the formula.

```lean
/-- Under anti-Hermitian generators the total weight is constant, and the diagonal weight has
derivative `2 Re ∑ conj(M_nn) (M W2 - W1 M)_nn` at `t = 0`. -/
theorem overlap_gauge_flow (M : Matrix N N ℂ) {W1 W2 : Matrix N N ℂ}
    (h1 : W1ᴴ = -W1) (h2 : W2ᴴ = -W2) :
    (∀ t : ℝ, totalWeight (rotated M W1 W2 t) = totalWeight M) ∧
    HasDerivAt (fun t => diagWeight (rotated M W1 W2 t))
      (2 * (∑ n, star (M n n) * (M * W2 - W1 * M) n n).re) 0 := by
  refine ⟨totalWeight_rotated M h1 h2, ?_⟩
  have h := hasDerivAt_diagWeight M W1 W2 0
  have h0 : rotated M W1 W2 0 = M := by simp [rotated]
  rw [h0] at h
  exact h
```

## (g) The off-diagonal weight

For anti-Hermitian $W_1,W_2$, show that the off-diagonal weight changes at the opposite rate.

Splitting each row into its diagonal entry and the rest gives total = diagonal + off-diagonal, which is `split` in the code. By (c), the off-diagonal weight of $M(t)$ is therefore a constant minus the diagonal weight, and differentiation changes the sign of the rate in (e).

```lean
/-- For anti-Hermitian generators the off-diagonal weight has, at every `t`, the derivative `-rate`
evaluated on the current overlaps. -/
theorem hasDerivAt_offDiagWeight (M : Matrix N N ℂ) {W1 W2 : Matrix N N ℂ}
    (h1 : W1ᴴ = -W1) (h2 : W2ᴴ = -W2) (t : ℝ) :
    HasDerivAt (fun s => offDiagWeight (rotated M W1 W2 s))
      (-rate (rotated M W1 W2 t) W1 W2) t := by
  have split : ∀ A : Matrix N N ℂ, diagWeight A + offDiagWeight A = totalWeight A := by
    intro A
    rw [diagWeight, offDiagWeight, totalWeight, ← Finset.sum_add_distrib]
    exact Finset.sum_congr rfl fun m _ =>
      Finset.add_sum_erase Finset.univ (fun n => ‖A m n‖ ^ 2) (Finset.mem_univ m)
  have e : (fun s => offDiagWeight (rotated M W1 W2 s)) =
      fun s => totalWeight M - diagWeight (rotated M W1 W2 s) := by
    funext s
    linarith [split (rotated M W1 W2 s), totalWeight_rotated M h1 h2 s]
  rw [e]
  exact (hasDerivAt_diagWeight M W1 W2 t).const_sub (totalWeight M)
```

## (h) The rate as a pairing with gradients

For anti-Hermitian $W_1,W_2$, show that the rate equals $\mathrm{Re}\,\mathrm{tr}(G_1^\dagger W_1)+\mathrm{Re}\,\mathrm{tr}(G_2^\dagger W_2)$.

Since $D$ is diagonal, $\sum_n\overline{M_{nn}}X_{nn}=\mathrm{tr}(D^\dagger X)$ for any matrix $X$. With $X=MW_2-W_1M$ and cyclicity of the trace,

$$\text{rate}=2\,\mathrm{Re}\,\mathrm{tr}(D^\dagger M W_2)-2\,\mathrm{Re}\,\mathrm{tr}(MD^\dagger W_1).$$

For any matrix $A$ and anti-Hermitian $W$, $\mathrm{tr}(A^\dagger W)=\overline{\mathrm{tr}(W^\dagger A)}=-\overline{\mathrm{tr}(AW)}$. Taking real parts gives

$$2\,\mathrm{Re}\,\mathrm{tr}(AW)=\mathrm{Re}\,\mathrm{tr}\big((A-A^\dagger)W\big).$$

For $A=D^\dagger M$ the difference $A-A^\dagger$ is $-G_2=G_2^\dagger$. For $A=MD^\dagger$ it is $G_1=-G_1^\dagger$, and the minus sign in the rate turns this into $G_1^\dagger$. In the code, `key` is the identity for $A$ and $W$, `hs` and `hc` are the trace manipulations, and `hL` and `hR` identify the gradients.

```lean
/-- For anti-Hermitian generators the rate is the real trace inner product of `(W1, W2)` with
the left and right gradients. -/
theorem rate_eq_gradient (M : Matrix N N ℂ) {W1 W2 : Matrix N N ℂ}
    (h1 : W1ᴴ = -W1) (h2 : W2ᴴ = -W2) :
    rate M W1 W2 = (Matrix.trace ((leftGradient M)ᴴ * W1)).re
      + (Matrix.trace ((rightGradient M)ᴴ * W2)).re := by
  -- only the anti-Hermitian part of A contributes to Re tr(A W)
  have key : ∀ A W : Matrix N N ℂ, Wᴴ = -W →
      (Matrix.trace ((A - Aᴴ) * W)).re = 2 * (Matrix.trace (A * W)).re := by
    intro A W hW
    have h : Matrix.trace (Aᴴ * W) = -star (Matrix.trace (A * W)) := by
      rw [← Matrix.trace_conjTranspose, Matrix.conjTranspose_mul, hW, Matrix.neg_mul,
        Matrix.trace_neg, neg_neg, Matrix.trace_mul_comm]
    rw [Matrix.sub_mul, Matrix.trace_sub, h]
    simp only [Complex.sub_re, Complex.neg_re, Complex.star_def, Complex.conj_re]
    ring
  have hs : ∑ n, star (M n n) * (M * W2 - W1 * M) n n
      = Matrix.trace ((diagPart M)ᴴ * (M * W2 - W1 * M)) := by
    refine Finset.sum_congr rfl fun n _ => ?_
    rw [diagPart, Matrix.diagonal_conjTranspose, Matrix.diag_apply, Matrix.diagonal_mul]
    rfl
  have hc : Matrix.trace ((diagPart M)ᴴ * (W1 * M))
      = Matrix.trace (M * (diagPart M)ᴴ * W1) := by
    rw [← Matrix.mul_assoc, Matrix.trace_mul_comm, ← Matrix.mul_assoc]
  have hL : (leftGradient M)ᴴ = -(M * (diagPart M)ᴴ - (M * (diagPart M)ᴴ)ᴴ) := by
    simp [leftGradient, Matrix.conjTranspose_sub, Matrix.conjTranspose_mul]
  have hR : (rightGradient M)ᴴ = (diagPart M)ᴴ * M - ((diagPart M)ᴴ * M)ᴴ := by
    simp [rightGradient, Matrix.conjTranspose_sub, Matrix.conjTranspose_mul]
  rw [hL, hR, Matrix.neg_mul, Matrix.trace_neg, Complex.neg_re, key _ _ h1, key _ _ h2,
    rate, hs, Matrix.mul_sub, Matrix.trace_sub, hc, Complex.sub_re, ← Matrix.mul_assoc]
  ring
```

## (i) Rotation along the gradients

Show that $G_1$ and $G_2$ are admissible generators, and find the rate for $W_1=G_1$, $W_2=G_2$.

Taking the adjoint of either matrix exchanges its two terms, so $G_1^\dagger=-G_1$ and $G_2^\dagger=-G_2$. Then (h) gives the rate $\mathrm{tr}(G_1^\dagger G_1)+\mathrm{tr}(G_2^\dagger G_2)$, which by (b) is the sum of the squared moduli of all entries of both matrices. It is never negative.

As an example, take two bands and

$$M=\tfrac15\begin{pmatrix}3&4\\-4&3\end{pmatrix},\qquad J=\begin{pmatrix}0&1\\-1&0\end{pmatrix}.$$

The total weight is 2, of which $18/25$ is diagonal. Here $D=\tfrac35\,1$, so $G_1=\tfrac{24}{25}J$ and $G_2=-\tfrac{24}{25}J$. The sum of squared norms is $4\,(24/25)^2=2304/625\approx3.69$.

The direct formula agrees. The matrix $MG_2-G_1M=-\tfrac{48}{25}MJ$ has both diagonal entries equal to $\tfrac{48}{25}\cdot\tfrac45=\tfrac{192}{125}$, and $2\cdot2\cdot\tfrac35\cdot\tfrac{192}{125}=\tfrac{2304}{625}$.

```lean
/-- The left and right gradients are anti-Hermitian, and `rate` with these two matrices as
generators equals the sum of their total weights. -/
theorem rate_along_gradient (M : Matrix N N ℂ) :
    (leftGradient M)ᴴ = -leftGradient M ∧ (rightGradient M)ᴴ = -rightGradient M ∧
    rate M (leftGradient M) (rightGradient M)
      = totalWeight (leftGradient M) + totalWeight (rightGradient M) := by
  have hL : (leftGradient M)ᴴ = -leftGradient M := by
    simp [leftGradient, Matrix.conjTranspose_sub, Matrix.conjTranspose_mul]
  have hR : (rightGradient M)ᴴ = -rightGradient M := by
    simp [rightGradient, Matrix.conjTranspose_sub, Matrix.conjTranspose_mul]
  refine ⟨hL, hR, ?_⟩
  rw [rate_eq_gradient M hL hR, ← totalWeight_eq_trace, ← totalWeight_eq_trace,
    Complex.ofReal_re, Complex.ofReal_re]
```

## (j) Stationary overlap matrices

Show that the rate vanishes for all anti-Hermitian $W_1,W_2$ exactly when $G_1=G_2=0$.

If both gradients vanish, (h) gives rate zero. Conversely, if every rate vanishes, so does the one for $W_1=G_1$, $W_2=G_2$. By (i) it is a sum of squared moduli, so each entry of $G_1$ and $G_2$ is zero. The code's `nonneg` and `zero` supply these two properties of the total weight.

Stationary does not mean maximal: a matrix with zero diagonal has $D=0$ and hence $G_1=G_2=0$, yet its diagonal weight is the smallest possible.

The same argument, done by hand, covers a common rotation $W_1=W_2=W$, which mixes the bands identically at both k-points. The rate is then $\mathrm{Re}\,\mathrm{tr}\big((G_1+G_2)^\dagger W\big)$, and choosing $W=G_1+G_2$ shows that $M$ is stationary under common rotations exactly when $G_1+G_2=0$. The matrix in (i) meets this condition although neither of its gradients vanishes, so only rotations that differ between the two points can change its diagonal weight to first order.

```lean
/-- The rate vanishes for all anti-Hermitian generators exactly when both gradients vanish. -/
theorem stationary_iff (M : Matrix N N ℂ) :
    (∀ W1 W2 : Matrix N N ℂ, W1ᴴ = -W1 → W2ᴴ = -W2 → rate M W1 W2 = 0) ↔
      leftGradient M = 0 ∧ rightGradient M = 0 := by
  have nonneg : ∀ A : Matrix N N ℂ, 0 ≤ totalWeight A := fun A =>
    Finset.sum_nonneg fun i _ => Finset.sum_nonneg fun j _ => sq_nonneg ‖A i j‖
  have zero : ∀ A : Matrix N N ℂ, totalWeight A = 0 → A = 0 := by
    intro A h
    ext i j
    have hi := (Finset.sum_eq_zero_iff_of_nonneg (fun i _ =>
      Finset.sum_nonneg fun j _ => sq_nonneg ‖A i j‖)).1 h i (Finset.mem_univ i)
    have hj := (Finset.sum_eq_zero_iff_of_nonneg (fun j _ =>
      sq_nonneg ‖A i j‖)).1 hi j (Finset.mem_univ j)
    simpa using hj
  constructor
  · intro h
    -- test stationarity along the gradient itself
    obtain ⟨hL, hR, hg⟩ := rate_along_gradient M
    rw [h _ _ hL hR] at hg
    have a := nonneg (leftGradient M)
    have b := nonneg (rightGradient M)
    exact ⟨zero _ (by linarith), zero _ (by linarith)⟩
  · rintro ⟨hL, hR⟩ W1 W2 h1 h2
    rw [rate_eq_gradient M h1 h2, hL, hR]
    simp

end

end OverlapGaugeFlow
```

```lean
#print axioms OverlapGaugeFlow.overlap_gauge_flow
#print axioms OverlapGaugeFlow.hasDerivAt_offDiagWeight
#print axioms OverlapGaugeFlow.stationary_iff
```

```
'OverlapGaugeFlow.overlap_gauge_flow' depends on axioms: [propext, Classical.choice, Quot.sound]
'OverlapGaugeFlow.hasDerivAt_offDiagWeight' depends on axioms: [propext, Classical.choice, Quot.sound]
'OverlapGaugeFlow.stationary_iff' depends on axioms: [propext, Classical.choice, Quot.sound]
```
